# Sobolev's theorem: for an invariant linear functional, a quadrature rule with the same finite symmetry is exact on a stable function space if and only if it is exact on the invariant functions in it

Integrate \(f(z)=a+bz\) over \([-1,1]\) with the two-point rule \(f(-1)+f(1)\). The rule gives \((a-b)+(a+b)=2a\), and the integral is also \(2a\). The coefficient \(b\) drops out of both for the same reason: neither the rule nor the integral changes when \(f(z)\) is replaced by \(f(-z)\), so neither changes when \(f\) is replaced by the mean \(\tfrac12[f(z)+f(-z)]=a\). Only the constant has to be tested. The problems below carry this argument over to any finite symmetry group.

## Symmetry operations, rules and averages

A group \(G\) acts on a set \(X\), for instance a point group on the unit sphere. An operation \(g\) takes the point \(x\) to \(gx\), written `g • x` in Lean.

```lean
import Mathlib

open Finset

namespace SobolevQuadrature

noncomputable section

variable {G X : Type*} [Group G] [MulAction G X]
```

The rotated function is \((R_g f)(x)=f(gx)\). Many texts use \(f(g^{-1}x)\) instead. Since \(g^{-1}\) runs through the group when \(g\) does, the two conventions have the same invariant functions and the same averages.

```lean
/-- The function `f` seen after the symmetry operation `g`: `x ↦ f (g • x)`. -/
def rotate (g : G) : (X → ℝ) →ₗ[ℝ] (X → ℝ) where
  toFun f := fun x => f (g • x)
  map_add' _ _ := rfl
  map_smul' _ _ := rfl
```

A rule has a finite set \(s\) of distinct nodes and real weights \(w(x)\), which may be negative:
\[
Qf=\sum_{x\in s}w(x)f(x).
\]
In Lean \(w\) is defined on all of \(X\), but only its values on \(s\) enter.

```lean
/-- The quadrature rule with nodes `s` and weights `w`: `f ↦ ∑ w(x) f(x)`. -/
def rule (s : Finset X) (w : X → ℝ) : (X → ℝ) →ₗ[ℝ] ℝ where
  toFun f := ∑ x ∈ s, w x * f x
  map_add' f g := by simp [mul_add, Finset.sum_add_distrib]
  map_smul' r f := by simp [Finset.mul_sum, mul_left_comm]
```

The rule is invariant if every operation sends nodes to nodes of equal weight, so that the weight is constant on each orbit of nodes.

```lean
/-- The group maps nodes to nodes and preserves their weights. -/
def InvariantRule (G : Type*) [Group G] [MulAction G X] (s : Finset X) (w : X → ℝ) : Prop :=
  ∀ g : G, ∀ x ∈ s, g • x ∈ s ∧ w (g • x) = w x
```

The integrands form a linear space \(W\) of real functions on \(X\), possibly infinite-dimensional. It is stable if \(R_gf\in W\) whenever \(f\in W\).

```lean
/-- The function space `W` is mapped into itself by every symmetry operation. -/
def Stable (G : Type*) [Group G] [MulAction G X] (W : Submodule ℝ (X → ℝ)) : Prop :=
  ∀ g : G, ∀ f ∈ W, rotate g f ∈ W
```

For finite \(G\) with \(|G|\) elements, the group average is
\[
Af=\frac1{|G|}\sum_{g\in G}R_gf .
\]

```lean
/-- The mean of `f` over all operations of a finite symmetry group. -/
def average (G : Type*) [Group G] [MulAction G X] [Fintype G] (f : X → ℝ) : X → ℝ :=
  (Fintype.card G : ℝ)⁻¹ • ∑ g : G, rotate g f
```

## (a) The rule applied to a rotated function

Show that an invariant rule satisfies \(Q(R_gf)=Qf\) for every \(g\in G\) and every \(f\).

Since \(w(x)=w(gx)\) on the nodes,
\[
Q(R_gf)=\sum_{x\in s}w(x)f(gx)=\sum_{x\in s}w(gx)f(gx)=\sum_{y\in s}w(y)f(y)=Qf .
\]
The third step sets \(y=gx\). This is a one-to-one relabelling of \(s\), because \(g^{-1}\) also maps \(s\) into itself and undoes it. In Lean, `Finset.sum_nbij'` performs the relabelling from the map and its inverse.

```lean
/-- An invariant rule gives the same value for a function and for its rotated copy. -/
theorem rule_rotate {s : Finset X} {w : X → ℝ} (hr : InvariantRule G s w)
    (g : G) (f : X → ℝ) : rule s w (rotate g f) = rule s w f := by
  change ∑ x ∈ s, w x * f (g • x) = ∑ x ∈ s, w x * f x
  -- relabel the nodes by `g`
  refine Finset.sum_nbij' (fun x => g • x) (fun x => g⁻¹ • x)
    (fun x hx => (hr g x hx).1) (fun x hx => (hr g⁻¹ x hx).1)
    (fun x _ => inv_smul_smul g x) (fun x _ => smul_inv_smul g x) ?_
  intro x hx
  rw [(hr g x hx).2]
```

## (b) Rotating a group average

Show that \(R_h(Af)=Af\) for every \(h\in G\).

First, \((R_hR_gf)(x)=(R_gf)(hx)=f(ghx)\), so \(R_hR_g=R_{gh}\). Therefore
\[
R_h(Af)=\frac1{|G|}\sum_{g}R_{gh}f=\frac1{|G|}\sum_{k}R_kf=Af ,
\]
because \(k=gh\) runs once through the group as \(g\) does. This relabelling is `Equiv.mulRight h`.

```lean
variable [Fintype G]

/-- The group average of any function is invariant under the group. -/
theorem average_invariant (h : G) (f : X → ℝ) :
    rotate h (average G f) = average G f := by
  unfold average
  rw [map_smul, map_sum]
  congr 1
  exact Fintype.sum_equiv (Equiv.mulRight h) _ _
    (fun g => by ext x; simp [rotate, mul_smul])
```

## (c) The average within a stable space

Show that \(f\in W\) implies \(Af\in W\) when \(W\) is stable.

Each \(R_gf\) lies in \(W\) by stability. A linear space contains the sum of these functions and its multiple by \(1/|G|\), which is \(Af\).

```lean
/-- The group average of a member of a stable space lies in that space. -/
theorem average_mem {W : Submodule ℝ (X → ℝ)} (hW : Stable G W) {f : X → ℝ}
    (hf : f ∈ W) : average G f ∈ W :=
  W.smul_mem _ (W.sum_mem fun g _ => hW g f hf)
```

## (d) The rule applied to an average

Show that an invariant rule satisfies \(Q(Af)=Qf\).

By linearity and part (a),
\[
Q(Af)=\frac1{|G|}\sum_{g}Q(R_gf)=\frac1{|G|}\,|G|\,Qf=Qf .
\]
The Lean proof follows the same line: `map_smul` and `map_sum` use linearity, and `rule_rotate` makes all terms equal.

```lean
/-- An invariant rule gives the same value for a function and for its group average. -/
theorem rule_average {s : Finset X} {w : X → ℝ} (hr : InvariantRule G s w)
    (f : X → ℝ) : rule s w (average G f) = rule s w f := by
  have hc : (Fintype.card G : ℝ) ≠ 0 := Nat.cast_ne_zero.mpr Fintype.card_ne_zero
  unfold average
  rw [map_smul, map_sum]
  simp only [rule_rotate hr, Finset.sum_const, Finset.card_univ, nsmul_eq_mul, smul_eq_mul]
  exact inv_mul_cancel_left₀ hc _
```

## (e) An invariant functional applied to an average

Let \(I\) be a linear functional on \(W\) with \(I(R_gf)=I(f)\) for all \(g\in G\) and \(f\in W\). Show that \(I(Af)=I(f)\).

The functions \(R_gf\) and \(Af\) lie in \(W\), so \(I\) may be applied to them:
\[
I(Af)=\frac1{|G|}\sum_gI(R_gf)=\frac1{|G|}\,|G|\,I(f)=I(f).
\]
In applications \(I\) is the integral to be reproduced. It is invariant whenever the integration measure is unchanged by the symmetry operations. Because \(I\) is defined on \(W\) only, it can be an integral that makes no sense for arbitrary functions. An expression such as `⟨average G f, average_mem hW f.2⟩` is the function \(Af\) together with the proof that it belongs to \(W\).

```lean
/-- An invariant linear functional on a stable space gives the same value for a function
and for its group average. -/
theorem functional_average {W : Submodule ℝ (X → ℝ)} (hW : Stable G W) {I : W →ₗ[ℝ] ℝ}
    (hI : ∀ (g : G) (f : W), I ⟨rotate g f, hW g f f.2⟩ = I f) (f : W) :
    I ⟨average G f, average_mem hW f.2⟩ = I f := by
  have hc : (Fintype.card G : ℝ) ≠ 0 := Nat.cast_ne_zero.mpr Fintype.card_ne_zero
  have e : (⟨average G f, average_mem hW f.2⟩ : W) =
      (Fintype.card G : ℝ)⁻¹ • ∑ g : G, (⟨rotate g f, hW g f f.2⟩ : W) :=
    Subtype.ext (by simp [average])
  rw [e, map_smul, map_sum]
  simp only [hI, Finset.sum_const, Finset.card_univ, nsmul_eq_mul, smul_eq_mul]
  exact inv_mul_cancel_left₀ hc _
```

## (f) Exactness on the whole space

Let \(G\) be finite, \(W\) stable, and both \(I\) and the rule invariant. Show that
\[
Qf=I(f)\ \text{ for all } f\in W
\iff
Qf=I(f)\ \text{ for all } f\in W \text{ with } R_gf=f \text{ for every } g\in G.
\]

From left to right there is nothing to do, since the invariant functions are members of \(W\). For the converse take any \(f\in W\). Its average is invariant by (b) and lies in \(W\) by (c), so the rule is exact on it. With (d) and (e),
\[
Qf=Q(Af)=I(Af)=I(f).
\]
In the code these three equalities are `rule_average`, `key` and `functional_average`.

The hypotheses `hW`, `hI` and `hr` are the invariance of the space, the functional and the rule. The theorem supplies no nodes or weights and bounds no error for integrands outside \(W\). The group is assumed to be finite, but an integral over the sphere that is invariant under all rotations is also invariant under each finite subgroup of them.

```lean
/-- **Sobolev's theorem.** For a finite group, a stable function space `W`, an invariant linear
functional `I` on `W` and an invariant rule, the rule is exact on `W` if and only if it is
exact on the invariant members of `W`. -/
theorem sobolev {W : Submodule ℝ (X → ℝ)} (hW : Stable G W) {I : W →ₗ[ℝ] ℝ}
    (hI : ∀ (g : G) (f : W), I ⟨rotate g f, hW g f f.2⟩ = I f)
    {s : Finset X} {w : X → ℝ} (hr : InvariantRule G s w) :
    (∀ f : W, rule s w f = I f) ↔
      ∀ f : W, (∀ g : G, rotate g (f : X → ℝ) = f) → rule s w f = I f := by
  refine ⟨fun h f _ => h f, fun h f => ?_⟩
  -- test the rule on the group average of `f`
  have key := h ⟨average G f, average_mem hW f.2⟩
    (fun g => average_invariant g (f : X → ℝ))
  exact (rule_average hr f).symm.trans (key.trans (functional_average hW hI f))
```

## (g) A smaller list of test functions

Keep the assumptions of (f). Let \(B\subseteq W\) be a set whose linear span contains every invariant member of \(W\), and suppose that \(Qb=I(b)\) for each \(b\in B\). Show that \(Qf=I(f)\) for all \(f\in W\).

An invariant \(f\in W\) is a finite combination \(f=\sum_i c_ib_i\) with \(b_i\in B\), so
\[
Qf=\sum_i c_i\,Qb_i=\sum_i c_i\,I(b_i)=I(f).
\]
Part (f) extends this to all of \(W\). In Lean, `LinearMap.eqOn_span` says that two linear maps which agree on \(B\) agree on its span.

Octahedrally symmetric angular grids in density-functional calculations use this reduction: to make the rule exact for all polynomials on the sphere up to a fixed degree, it is enough to choose the nodes and weights so that it is exact for the octahedrally invariant ones.

```lean
/-- In the setting of Sobolev's theorem, a rule that is exact on a set `B` whose span contains
all invariant members of `W` is exact on `W`. -/
theorem exact_of_span {W : Submodule ℝ (X → ℝ)} (hW : Stable G W) {I : W →ₗ[ℝ] ℝ}
    (hI : ∀ (g : G) (f : W), I ⟨rotate g f, hW g f f.2⟩ = I f)
    {s : Finset X} {w : X → ℝ} (hr : InvariantRule G s w) (B : Set W)
    (hB : ∀ f : W, (∀ g : G, rotate g (f : X → ℝ) = f) → f ∈ Submodule.span ℝ B)
    (hex : ∀ b ∈ B, rule s w b = I b) (f : W) : rule s w f = I f := by
  refine (sobolev hW hI hr).mpr (fun f hf => ?_) f
  have hE : Set.EqOn ((rule s w).comp W.subtype) I B := fun b hb => hex b hb
  exact LinearMap.eqOn_span hE (hB f hf)
```

## (h) A node without its mirror image

Let \(\{1,-1\}\) act on the real line by multiplication, and let the functional be \(\tfrac12[f(1)+f(-1)]\). Show that the rule \(Qf=f(1)\) is exact on all even functions, but that for \(f(x)=x\)
\[
Qf\neq\tfrac12\,[\,1+(-1)\,].
\]

If \(f\) is even, then \(f(-1)=f(1)\) and the functional equals \(f(1)=Qf\). For \(f(x)=x\) the rule gives \(1\) and the functional gives \(0\).

The space of all functions on the line is stable and the functional is invariant. Only the invariance of the rule fails, since the node \(1\) is sent to \(-1\), which is not a node. The argument breaks at part (a): the reflected function gives \(f(-1)\) instead of \(f(1)\). In Lean the two-element group is `ℤˣ`, the invertible integers.

```lean
/-- For the mean of the values at `1` and `-1`, the rule with the single node `1` and weight `1`
is exact on all even functions on the line, but not on `f(x) = x`. -/
theorem invariant_nodes_needed :
    (∀ f : ℝ → ℝ, (∀ u : ℤˣ, rotate u f = f) →
      rule {1} (fun _ => 1) f = (f 1 + f (-1)) / 2) ∧
    rule {1} (fun _ => 1) (fun x : ℝ => x) ≠ ((1 : ℝ) + (-1)) / 2 := by
  constructor
  · intro f hf
    have h : f (-1) = f 1 := by
      simpa [rotate, Units.smul_def] using congrFun (hf (-1)) 1
    simp [rule, h]
  · simp [rule]
```

## (i) Continuity of cubics in the polar variable

For an integral over the polar angle put \(z=\cos\theta\), so that \(\sin\theta\,d\theta\) becomes \(dz\) on \([-1,1]\). The integrands are now the functions \(f(z)=a+bz+cz^2+dz^3\) with real coefficients, defined on the whole line.

```lean
/-- The real polynomial functions of degree at most three in `z = cos θ`. -/
def cubics : Submodule ℝ (ℝ → ℝ) where
  carrier := {f | ∃ a b c d : ℝ, f = fun z => a + b * z + c * z ^ 2 + d * z ^ 3}
  add_mem' := by
    rintro _ _ ⟨a, b, c, d, rfl⟩ ⟨a', b', c', d', rfl⟩
    exact ⟨a + a', b + b', c + c', d + d', by ext z; simp only [Pi.add_apply]; ring⟩
  zero_mem' := ⟨0, 0, 0, 0, by ext z; simp⟩
  smul_mem' := by
    rintro r _ ⟨a, b, c, d, rfl⟩
    exact ⟨r * a, r * b, r * c, r * d, by
      ext z; simp only [Pi.smul_apply, smul_eq_mul]; ring⟩
```

Show that each of them is continuous, that is, \(\lim_{z\to z_0}f(z)=f(z_0)\) for every real \(z_0\).

The constants and \(z\) are continuous. Products of continuous functions are continuous, which covers \(bz\), \(cz^2\) and \(dz^3\), and so is the sum of the four terms.

```lean
/-- Cubic polynomial functions are continuous. -/
theorem cubics_continuous {f : ℝ → ℝ} (hf : f ∈ cubics) : Continuous f := by
  obtain ⟨a, b, c, d, rfl⟩ := hf
  fun_prop
```

Continuity makes these functions integrable over \([-1,1]\), which is needed for the additivity of the integral. The integral is therefore a linear functional on the cubics. The azimuthal angle is not included.

```lean
/-- The integral over `z = cos θ` from `-1` to `1`, as a linear functional on cubics. -/
def polarIntegral : cubics →ₗ[ℝ] ℝ where
  toFun f := ∫ z in (-1 : ℝ)..1, (f : ℝ → ℝ) z
  map_add' f g := intervalIntegral.integral_add
    ((cubics_continuous f.2).intervalIntegrable _ _)
    ((cubics_continuous g.2).intervalIntegrable _ _)
  map_smul' r f := intervalIntegral.integral_const_mul r (f : ℝ → ℝ)
```

## (j) Simpson's rule from its even part

The rule has nodes \(-1,0,1\), with weight \(4/3\) at the centre and \(1/3\) at the ends.

```lean
/-- Simpson's weights: `4/3` at the centre and `1/3` elsewhere. -/
def simpsonWeight (z : ℝ) : ℝ := if z = 0 then 4 / 3 else 1 / 3
```

Show that for every cubic \(f\)
\[
\tfrac13f(-1)+\tfrac43f(0)+\tfrac13f(1)=\int_{-1}^{1}f(z)\,dz .
\]

Use the reflection \(z\mapsto-z\) and check the three hypotheses of (f).

- The space is stable, because \(f(-z)=a-bz+cz^2-dz^3\) is again a cubic.
- The integral is invariant, because substituting \(u=-z\) gives \(\int_{-1}^1f(-z)\,dz=\int_{-1}^1f(u)\,du\).
- The rule is invariant, because the end nodes are exchanged and have equal weights, while the centre stays fixed.

Only even cubics remain. Evenness at \(z=1\) gives \(b+d=0\), and at \(z=2\) it gives \(2b+8d=0\), so \(b=d=0\). For \(f(z)=a+cz^2\) the rule yields
\[
\tfrac13(a+c)+\tfrac43a+\tfrac13(a+c)=2a+\tfrac23c,
\]
and the integral is
\[
\Big[az+\tfrac c3z^3\Big]_{-1}^{1}=2a+\tfrac23c .
\]

In the code `hW`, `hI` and `hr` are the three checks, in the order of the list. The equations `h1` and `h2` are evenness at \(z=1\) and \(z=2\), and `hF` states that \(az+\tfrac c3z^3\) is an antiderivative.

```lean
/-- Simpson's rule with nodes `-1, 0, 1` integrates every cubic in `z = cos θ` exactly
over `[-1, 1]`. -/
theorem simpson_exact (f : cubics) :
    rule {-1, 0, 1} simpsonWeight f = polarIntegral f := by
  have hneg : ∀ f : ℝ → ℝ, rotate (-1 : ℤˣ) f = fun z => f (-z) := fun f => by
    ext z; simp [rotate, Units.smul_def]
  have hone : ∀ f : ℝ → ℝ, rotate (1 : ℤˣ) f = f := fun f => by
    ext z; simp [rotate]
  have hW : Stable ℤˣ cubics := by
    intro u f hf
    rcases Int.units_eq_one_or u with rfl | rfl
    · rw [hone]; exact hf
    · obtain ⟨a, b, c, d, rfl⟩ := hf
      rw [hneg]
      exact ⟨a, -b, c, -d, by ext z; ring⟩
  have hI : ∀ (u : ℤˣ) (f : cubics),
      polarIntegral ⟨rotate u f, hW u f f.2⟩ = polarIntegral f := by
    intro u f
    change ∫ z in (-1 : ℝ)..1, rotate u (f : ℝ → ℝ) z = ∫ z in (-1 : ℝ)..1, (f : ℝ → ℝ) z
    rcases Int.units_eq_one_or u with rfl | rfl
    · rw [hone]
    · rw [hneg]
      have h := intervalIntegral.integral_comp_neg (a := -1) (b := 1) (f : ℝ → ℝ)
      rwa [neg_neg] at h
  have hr : InvariantRule ℤˣ ({-1, 0, 1} : Finset ℝ) simpsonWeight := by
    intro u x hx
    simp only [Finset.mem_insert, Finset.mem_singleton] at hx
    rcases Int.units_eq_one_or u with rfl | rfl <;> rcases hx with rfl | rfl | rfl <;>
      simp [simpsonWeight, Units.smul_def]
  -- by Sobolev's theorem only even cubics remain
  refine (sobolev hW hI hr).mpr ?_ f
  rintro ⟨_, a, b, c, d, rfl⟩ hf
  have he := hf (-1)
  rw [hneg] at he
  have h1 := congrFun he 1
  have h2 := congrFun he 2
  norm_num at h1 h2
  obtain rfl : b = 0 := by linarith
  obtain rfl : d = 0 := by linarith
  have hF : ∀ z ∈ Set.uIcc (-1 : ℝ) 1, HasDerivAt (fun z : ℝ => a * z + c / 3 * z ^ 3)
      (a + 0 * z + c * z ^ 2 + 0 * z ^ 3) z := fun z _ => by
    have h := ((hasDerivAt_id' z).const_mul a).fun_add
      ((hasDerivAt_pow 3 z).const_mul (c / 3))
    refine h.congr_deriv ?_
    change a * 1 + c / 3 * (((3 : ℕ) : ℝ) * z ^ 2) = _
    push_cast
    ring
  change ∑ z ∈ ({-1, 0, 1} : Finset ℝ),
      simpsonWeight z * (a + 0 * z + c * z ^ 2 + 0 * z ^ 3) =
    ∫ z in (-1 : ℝ)..1, (a + 0 * z + c * z ^ 2 + 0 * z ^ 3)
  rw [intervalIntegral.integral_eq_sub_of_hasDerivAt hF
      (Continuous.intervalIntegrable (by fun_prop) _ _),
    Finset.sum_insert (by norm_num), Finset.sum_insert (by norm_num), Finset.sum_singleton]
  have w1 : simpsonWeight (-1) = 1 / 3 := by norm_num [simpsonWeight]
  have w2 : simpsonWeight 0 = 4 / 3 := by norm_num [simpsonWeight]
  have w3 : simpsonWeight 1 = 1 / 3 := by norm_num [simpsonWeight]
  rw [w1, w2, w3]
  ring

end

end SobolevQuadrature
```

```lean
#print axioms SobolevQuadrature.sobolev
#print axioms SobolevQuadrature.exact_of_span
#print axioms SobolevQuadrature.invariant_nodes_needed
#print axioms SobolevQuadrature.simpson_exact
```

```
'SobolevQuadrature.sobolev' depends on axioms: [propext, Classical.choice, Quot.sound]
'SobolevQuadrature.exact_of_span' depends on axioms: [propext, Classical.choice, Quot.sound]
'SobolevQuadrature.invariant_nodes_needed' depends on axioms: [propext, Classical.choice, Quot.sound]
'SobolevQuadrature.simpson_exact' depends on axioms: [propext, Classical.choice, Quot.sound]
```
